# Group-averaging a density matrix averages covariant site charges over symmetry images

## Two sites and a swap

Take two equivalent sites, each with one orbital of an orthonormal basis, and a density matrix that does not respect their equivalence. The swap $X$ exchanges the two orbitals. Averaging over the group $\{1,X\}$ gives

$$
D=\begin{pmatrix}a&b\\c&d\end{pmatrix},\qquad
D'=\tfrac12\left(D+XDX^H\right)=\tfrac12\begin{pmatrix}a+d&b+c\\b+c&a+d\end{pmatrix}.
$$

The charge on a site is the corresponding diagonal element. Site 1 had $a$ and now has $(a+d)/2$, the mean of the charges on its two images under the group. The same holds when the charge is measured by a matrix $Q_r$ instead of a diagonal element, provided that the symmetry carries these matrices from site to site.

## Moving the symmetry from the density matrix to the sites

Let a finite group $G$ permute the sites, with $gr$ the image of site $r$ under $g$. Let $u(g)$ be complex $n\times n$ matrices with $u(gh)=u(g)u(h)$, $u(1)=1$ and $u(g)^Hu(g)=1$. For any matrix $D$ define

$$
D'=\frac1{|G|}\sum_g u(g)Du(g)^H,\qquad N_r=\mathrm{tr}(DQ_r),\qquad N'_r=\mathrm{tr}(D'Q_r).
$$

The charge operators are assumed to be covariant: $Q_{gr}=u(g)Q_ru(g)^H$. Physically, equivalent atoms are measured in the same way, up to the operation that relates them.

Since $u(g)u(g^{-1})=1$, unitarity gives $u(g)^H=u(g)^Hu(g)u(g^{-1})=u(g^{-1})$. Replacing $g$ by $g^{-1}$ in the sum therefore turns $D'$ into the average of $u(g)^HDu(g)$. By cyclicity of the trace and covariance,

$$
N'_r=\frac1{|G|}\sum_g\mathrm{tr}\left(D\,u(g)Q_ru(g)^H\right)=\frac1{|G|}\sum_g N_{gr}.
$$

Three consequences follow.

- For $h\in G$, $N'_{hr}$ is the average of $N_{(gh)r}$ over $g$. As $g$ runs through $G$, so does $gh$, hence $N'_{hr}=N'_r$.
- For finitely many sites, each $g$ only permutes the terms of $\sum_rN_{gr}$, so $\sum_rN'_r=\sum_rN_r$.
- If all sites are equivalent, the $N'_r$ are equal and their sum is known, so each is the arithmetic mean of the original charges.

**Three sites in numbers.** Let the group contain the identity and the swap of sites 1 and 2, with site 3 fixed and one orbital per site, both spins counted together:

$$
D=\begin{pmatrix}1.2&0.4&0.2\\0.4&0.6&0\\0.2&0&0.2\end{pmatrix},\qquad
D'=\begin{pmatrix}0.9&0.4&0.1\\0.4&0.9&0.1\\0.1&0.1&0.2\end{pmatrix}.
$$

The charges $1.2,\,0.6,\,0.2$ become $0.9,\,0.9,\,0.2$, and their sum stays $2.0$. Both images of site 3 are site 3 itself, so its charge does not change.

## On-site matrices with several channels

In the projector augmented-wave (PAW) and ultrasoft methods a site has several projectors, collected as the columns of $P_r$. An operation may also mix channels, as a rotation mixes $p_x$ and $p_y$:

$$u(g)P_r=P_{gr}T(g,r).$$

Inserting the second form of $D'$ into the on-site matrix gives

$$
P_r^HD'P_r=\frac1{|G|}\sum_g(u(g)P_r)^HD(u(g)P_r)
=\frac1{|G|}\sum_gT(g,r)^H\left(P_{gr}^HDP_{gr}\right)T(g,r).
$$

In these methods $D$ is the density matrix of the smooth (pseudo) orbitals. Let $q_r$ be the matrix of augmentation charges, that is, the overlaps of the all-electron partial waves minus those of the smooth partial waves inside the augmentation region, and let $Q_r=P_rq_rP_r^H$. If $T(g,r)q_rT(g,r)^H=q_{gr}$, then

$$u(g)Q_ru(g)^H=P_{gr}T(g,r)q_rT(g,r)^HP_{gr}^H=Q_{gr},$$

which is the covariance assumed above. Cyclicity also gives $\mathrm{tr}(DQ_r)=\mathrm{tr}(P_r^HDP_r\,q_r)$.

Codes that sum over symmetry-irreducible k-points restore the full symmetry by averages of this kind; the model here has a single density matrix in a finite orthonormal basis, without k-points.

## The model in Lean

```lean
import Mathlib

open Matrix

namespace SymmetrisedOccupations

noncomputable section

variable {G S n m : Type*} [Group G] [Fintype G] [MulAction G S]
  [Fintype n] [DecidableEq n] [Fintype m]
```

`G` is the group, `S` the set of sites, `n` the basis and `m` the projector channels. All sites share the same `m`, so they have equally many channels; a site with fewer projectors can be padded with zero columns in $P_r$ and zero rows and columns in $q_r$. `S` need not be finite until charges are summed over it.

```lean
/-- The group average of `u(g) D u(g)ᴴ`: the symmetrised density matrix. -/
def symmetrise (u : G →* Matrix n n ℂ) (D : Matrix n n ℂ) : Matrix n n ℂ :=
  (Fintype.card G : ℂ)⁻¹ • ∑ g, u g * D * (u g)ᴴ
```

This is $D'$. The representation `u : G →* Matrix n n ℂ` respects products and the identity; unitarity enters later as the hypothesis `hu`. Antiunitary operations such as time reversal are not covered, nor are representations that hold only up to a phase.

```lean
/-- The charge `tr(D Q_r)` that the density matrix `D` places on site `r`. -/
def siteCharge (Q : S → Matrix n n ℂ) (D : Matrix n n ℂ) (r : S) : ℂ :=
  (D * Q r).trace
```

The charge is a complex number that counts electrons, without a factor $-e$. It is real when $D$ and $Q_r$ are Hermitian, but no theorem needs that.

```lean
/-- The on-site occupation matrix `P_rᴴ D P_r`; the columns of `P_r` are the projectors
of site `r`. -/
def onSite (P : S → Matrix n m ℂ) (D : Matrix n n ℂ) (r : S) : Matrix m m ℂ :=
  (P r)ᴴ * D * P r
```

Element $(i,j)$ is $\langle p_i|D|p_j\rangle$ for projectors $p_i,p_j$ of site $r$. This is the transpose of the convention $\rho_{ij}=\sum_k f_k\langle\psi_k|p_i\rangle\langle p_j|\psi_k\rangle$, with $f_k$ the occupation of the smooth orbital $\psi_k$.

```lean
/-- The augmentation operator `P_r q_r P_rᴴ` of site `r`, with augmentation charges `q_r`. -/
def augmentation (P : S → Matrix n m ℂ) (q : S → Matrix m m ℂ) (r : S) : Matrix n n ℂ :=
  P r * q r * (P r)ᴴ
```

## Site charges after symmetrisation

```lean
omit [Fintype G] in
/-- In a unitary representation the adjoint of an operation represents its inverse. -/
theorem adjoint_eq_inv (u : G →* Matrix n n ℂ) (hu : ∀ g, (u g)ᴴ * u g = 1) (g : G) :
    (u g)ᴴ = u g⁻¹ := by
  have h : u g * u g⁻¹ = 1 := by rw [← map_mul, mul_inv_cancel, map_one]
  calc (u g)ᴴ = (u g)ᴴ * (u g * u g⁻¹) := by rw [h, mul_one]
    _ = u g⁻¹ := by rw [← mul_assoc, hu, one_mul]
```

The `calc` block inserts $u(g)u(g^{-1})=1$ and removes $u(g)^Hu(g)$.

```lean
/-- The symmetrised density matrix is also the group average of `u(g)ᴴ D u(g)`. -/
theorem symmetrise_eq (u : G →* Matrix n n ℂ) (hu : ∀ g, (u g)ᴴ * u g = 1)
    (D : Matrix n n ℂ) :
    symmetrise u D = (Fintype.card G : ℂ)⁻¹ • ∑ g, (u g)ᴴ * D * u g := by
  unfold symmetrise
  congr 1
  -- relabel the sum by inverse operations
  refine Fintype.sum_equiv (Equiv.inv G) _ _ fun g => ?_
  rw [Equiv.inv_apply, ← adjoint_eq_inv u hu g, conjTranspose_conjTranspose]
```

`Fintype.sum_equiv` with `Equiv.inv G` is the replacement of $g$ by $g^{-1}$. The preceding lemma then matches the summands.

```lean
/-- The charge of the symmetrised density matrix on a site is the group average of the
original charges on the images of that site. -/
theorem siteCharge_symmetrise (u : G →* Matrix n n ℂ) (hu : ∀ g, (u g)ᴴ * u g = 1)
    (Q : S → Matrix n n ℂ) (hQ : ∀ (g : G) r, Q (g • r) = u g * Q r * (u g)ᴴ)
    (D : Matrix n n ℂ) (r : S) :
    siteCharge Q (symmetrise u D) r =
      (Fintype.card G : ℂ)⁻¹ * ∑ g : G, siteCharge Q D (g • r) := by
  unfold siteCharge
  rw [symmetrise_eq u hu, Matrix.smul_mul, trace_smul, smul_eq_mul, Matrix.sum_mul, trace_sum]
  congr 1
  refine Finset.sum_congr rfl fun g _ => ?_
  -- move `u(g)ᴴ` around the trace and recognise the operator of the image site
  have h : (u g)ᴴ * D * u g * Q r = (u g)ᴴ * (D * u g * Q r) := by
    simp only [Matrix.mul_assoc]
  rw [h, trace_mul_comm, hQ]
  simp only [Matrix.mul_assoc]
```

This is the main result, for every matrix `D` and every site `r`. The hypothesis `hQ` is the covariance of the charge operators; the next three theorems assume it as well. After the trace has been taken inside the sum, `trace_mul_comm` moves $u(g)^H$ to the other end, and `hQ` identifies $Q_{gr}$.

```lean
/-- After symmetrisation, sites related by a group operation carry equal charges. -/
theorem siteCharge_equivalent (u : G →* Matrix n n ℂ) (hu : ∀ g, (u g)ᴴ * u g = 1)
    (Q : S → Matrix n n ℂ) (hQ : ∀ (g : G) r, Q (g • r) = u g * Q r * (u g)ᴴ)
    (D : Matrix n n ℂ) (h : G) (r : S) :
    siteCharge Q (symmetrise u D) (h • r) = siteCharge Q (symmetrise u D) r := by
  rw [siteCharge_symmetrise u hu Q hQ, siteCharge_symmetrise u hu Q hQ]
  congr 1
  exact Fintype.sum_equiv (Equiv.mulRight h) _ _ fun g => by simp [mul_smul]
```

Both sides become group averages, and `Equiv.mulRight h` relabels $g$ as $gh$.

```lean
/-- Symmetrisation conserves the total charge summed over all sites. -/
theorem total_siteCharge [Fintype S] (u : G →* Matrix n n ℂ) (hu : ∀ g, (u g)ᴴ * u g = 1)
    (Q : S → Matrix n n ℂ) (hQ : ∀ (g : G) r, Q (g • r) = u g * Q r * (u g)ᴴ)
    (D : Matrix n n ℂ) :
    ∑ r, siteCharge Q (symmetrise u D) r = ∑ r, siteCharge Q D r := by
  have hG : (Fintype.card G : ℂ) ≠ 0 := Nat.cast_ne_zero.mpr Fintype.card_ne_zero
  -- each operation only permutes the terms of the sum over sites
  have hp : ∀ g : G, ∑ r, siteCharge Q D (g • r) = ∑ r, siteCharge Q D r := fun g =>
    Fintype.sum_equiv (MulAction.toPerm g) _ _ fun r => rfl
  calc ∑ r, siteCharge Q (symmetrise u D) r
      = ∑ r, (Fintype.card G : ℂ)⁻¹ * ∑ g : G, siteCharge Q D (g • r) :=
        Finset.sum_congr rfl fun r _ => siteCharge_symmetrise u hu Q hQ D r
    _ = (Fintype.card G : ℂ)⁻¹ * ∑ g : G, ∑ r, siteCharge Q D (g • r) := by
        rw [← Finset.mul_sum, Finset.sum_comm]
    _ = ∑ r, siteCharge Q D r := by
        rw [Finset.sum_congr rfl fun g _ => hp g, Finset.sum_const, Finset.card_univ,
          nsmul_eq_mul, ← mul_assoc, inv_mul_cancel₀ hG, one_mul]
```

The conserved quantity is the sum of the site charges $\mathrm{tr}(DQ_r)$. If the $Q_r$ are the augmentation operators of PAW, this is the augmentation part of the electron number; the smooth part is not included. The proof exchanges the two sums, uses `hp` to undo each permutation of the sites, and cancels $|G|$.

```lean
/-- If all sites are equivalent, each symmetrised site charge is the arithmetic mean of the
original site charges. -/
theorem siteCharge_eq_mean [Fintype S] [MulAction.IsPretransitive G S]
    (u : G →* Matrix n n ℂ) (hu : ∀ g, (u g)ᴴ * u g = 1)
    (Q : S → Matrix n n ℂ) (hQ : ∀ (g : G) r, Q (g • r) = u g * Q r * (u g)ᴴ)
    (D : Matrix n n ℂ) (r : S) :
    siteCharge Q (symmetrise u D) r = (Fintype.card S : ℂ)⁻¹ * ∑ s, siteCharge Q D s := by
  have : Nonempty S := ⟨r⟩
  have hS : (Fintype.card S : ℂ) ≠ 0 := Nat.cast_ne_zero.mpr Fintype.card_ne_zero
  have hc : ∀ s, siteCharge Q (symmetrise u D) s = siteCharge Q (symmetrise u D) r := by
    intro s
    obtain ⟨h, rfl⟩ := MulAction.exists_smul_eq G r s
    exact siteCharge_equivalent u hu Q hQ D h r
  rw [← total_siteCharge u hu Q hQ D, Finset.sum_congr rfl fun s _ => hc s,
    Finset.sum_const, Finset.card_univ, nsmul_eq_mul, ← mul_assoc, inv_mul_cancel₀ hS, one_mul]
```

`MulAction.IsPretransitive G S` says that any site can be carried to any other. The proof combines equal charges with the conserved sum, then divides by the number of sites.

## Projectors and augmentation charges

```lean
/-- If `u(g)` carries the projectors of site `r` to those of site `g r`, mixed by `T(g, r)`,
the symmetrised on-site matrix is the average of the rotated on-site matrices of the images. -/
theorem onSite_symmetrise (u : G →* Matrix n n ℂ) (hu : ∀ g, (u g)ᴴ * u g = 1)
    (P : S → Matrix n m ℂ) (T : G → S → Matrix m m ℂ)
    (hP : ∀ g r, u g * P r = P (g • r) * T g r) (D : Matrix n n ℂ) (r : S) :
    onSite P (symmetrise u D) r =
      (Fintype.card G : ℂ)⁻¹ • ∑ g : G, (T g r)ᴴ * onSite P D (g • r) * T g r := by
  unfold onSite
  rw [symmetrise_eq u hu, Matrix.mul_smul, Matrix.smul_mul, Matrix.mul_sum, Matrix.sum_mul]
  congr 1
  refine Finset.sum_congr rfl fun g _ => ?_
  -- let the operation act on the projectors instead of on the density matrix
  have h : (P r)ᴴ * ((u g)ᴴ * D * u g) * P r = (u g * P r)ᴴ * D * (u g * P r) := by
    simp only [conjTranspose_mul, Matrix.mul_assoc]
  rw [h, hP]
  simp only [conjTranspose_mul, Matrix.mul_assoc]
```

The hypothesis `hP` states how projectors transform. It holds when equivalent atoms carry the same projectors and each set of channels is closed under the operations. The matrices `T g r` are not required to be unitary. The step `h` regroups the product so that $u(g)$ acts on $P_r$, and `hP` does the rest.

```lean
omit [Fintype G] in
/-- Augmentation operators are carried from site to site by `u(g)` when the augmentation
charges are carried by the mixing matrices `T(g, r)`. -/
theorem augmentation_covariant (u : G →* Matrix n n ℂ)
    (P : S → Matrix n m ℂ) (q : S → Matrix m m ℂ) (T : G → S → Matrix m m ℂ)
    (hP : ∀ g r, u g * P r = P (g • r) * T g r)
    (hq : ∀ g r, T g r * q r * (T g r)ᴴ = q (g • r)) (g : G) (r : S) :
    augmentation P q (g • r) = u g * augmentation P q r * (u g)ᴴ := by
  unfold augmentation
  have h : u g * (P r * q r * (P r)ᴴ) * (u g)ᴴ = (u g * P r) * q r * (u g * P r)ᴴ := by
    simp only [conjTranspose_mul, Matrix.mul_assoc]
  rw [h, hP, ← hq]
  simp only [conjTranspose_mul, Matrix.mul_assoc]
```

The conclusion has exactly the form of `hQ`, so the charge theorems apply to augmentation operators once `hP` and `hq` are given. The condition `hq` says that the augmentation charges of equivalent atoms agree after the channel rotation.

```lean
omit [Group G] [Fintype G] [MulAction G S] [DecidableEq n] in
/-- The charge measured by an augmentation operator is the trace of the on-site occupation
matrix times the augmentation charges. -/
theorem siteCharge_augmentation (P : S → Matrix n m ℂ) (q : S → Matrix m m ℂ)
    (D : Matrix n n ℂ) (r : S) :
    siteCharge (augmentation P q) D r = (onSite P D r * q r).trace := by
  unfold siteCharge augmentation onSite
  have h : D * (P r * q r * (P r)ᴴ) = (D * P r * q r) * (P r)ᴴ := by
    simp only [Matrix.mul_assoc]
  rw [h, trace_mul_comm]
  simp only [Matrix.mul_assoc]
```

This identity needs no symmetry: the proof moves $P_r^H$ around the trace. It shows that the on-site matrix contains all that is needed of $D$ to find the augmentation charge of that site.

## Permutation matrices as an example

```lean
/-- Permutations of the sites represented by permutation matrices. -/
def permRep (X : Type*) [Fintype X] [DecidableEq X] : Equiv.Perm X →* Matrix X X ℂ where
  toFun σ := Matrix.of fun i j => if i = σ j then 1 else 0
  map_one' := by
    ext i j
    change (if i = j then (1 : ℂ) else 0) = _
    rw [Matrix.one_apply]
  map_mul' σ τ := by
    ext i j
    change (if i = σ (τ j) then (1 : ℂ) else 0) = _
    simp [Matrix.mul_apply]
```

Column $j$ of the matrix for $\sigma$ has its single 1 in row $\sigma(j)$, so the matrix sends the unit vector at $j$ to the one at $\sigma(j)$. The two proof fields check the identity and the product.

```lean
/-- One orbital per site: the projector of site `r` is the unit vector at `r`. -/
def siteOrbital {X : Type*} [DecidableEq X] (r : X) : Matrix X Unit ℂ :=
  Matrix.of fun i _ => if i = r then 1 else 0

/-- Permutation matrices with one orbital per site are unitary, carry projectors to projectors,
and carry the augmentation operators with unit charges from site to site. -/
theorem permRep_witness (X : Type*) [Fintype X] [DecidableEq X] :
    (∀ σ, (permRep X σ)ᴴ * permRep X σ = 1) ∧
    (∀ (σ : Equiv.Perm X) (r : X),
      permRep X σ * siteOrbital r = siteOrbital (σ • r) * (1 : Matrix Unit Unit ℂ)) ∧
    (∀ (σ : Equiv.Perm X) (r : X), augmentation siteOrbital (fun _ => 1) (σ • r) =
      permRep X σ * augmentation siteOrbital (fun _ => 1) r * (permRep X σ)ᴴ) := by
  have hP : ∀ (σ : Equiv.Perm X) (r : X),
      permRep X σ * siteOrbital r = siteOrbital (σ • r) * (1 : Matrix Unit Unit ℂ) := by
    intro σ r
    rw [Matrix.mul_one]
    ext i j
    change _ = siteOrbital (σ r) i j
    simp [permRep, siteOrbital, Matrix.mul_apply]
  refine ⟨fun σ => ?_, hP, ?_⟩
  · ext i j
    by_cases h : i = j
    · subst h
      simp [permRep, Matrix.mul_apply]
    · have h' : ¬ j = i := fun e => h e.symm
      simp [permRep, Matrix.mul_apply, h, h']
  · exact augmentation_covariant (permRep X) siteOrbital (fun _ => 1) (fun _ _ => 1) hP
      (fun _ _ => by simp)

end

end SymmetrisedOccupations
```

The group is now that of all permutations of a finite set of sites, with $T=1$ and $q_r=1$. The three parts are unitarity, the projector condition and covariance, so the assumptions of the charge and on-site theorems are met by a concrete model. Unitarity and the projector condition are checked element by element, and covariance follows from `augmentation_covariant`. For two sites this is the swap of the opening example.

```lean
#print axioms SymmetrisedOccupations.siteCharge_symmetrise
#print axioms SymmetrisedOccupations.siteCharge_eq_mean
#print axioms SymmetrisedOccupations.onSite_symmetrise
#print axioms SymmetrisedOccupations.siteCharge_augmentation
```

```
'SymmetrisedOccupations.siteCharge_symmetrise' depends on axioms: [propext, Classical.choice, Quot.sound]
'SymmetrisedOccupations.siteCharge_eq_mean' depends on axioms: [propext, Classical.choice, Quot.sound]
'SymmetrisedOccupations.onSite_symmetrise' depends on axioms: [propext, Classical.choice, Quot.sound]
'SymmetrisedOccupations.siteCharge_augmentation' depends on axioms: [propext, Classical.choice, Quot.sound]
```
